# The phase accumulated from time 0 by a continuous, zero-mean coupling of period T and magnitude at most B never exceeds BT/2 in magnitude

The phase here is the integral of a real, time-dependent coupling `b` from time 0 to time t. The lemma `abs_phase_le` takes `b` to be continuous and periodic with period T > 0, with zero integral over a period and |b| ≤ B at all times, and states that the phase is at most BT/2 in magnitude at every t. Since the mean is zero, the phase is itself periodic, so the proof moves t to a time y in [0, T). The phase at y is then bounded by By, counting from the start of the period, and by B(T − y), counting from its end, and the average of the two bounds is BT/2.

As first written in Lean, the proof fails:

```lean
import Mathlib

open Complex

namespace AbsPhaseLe

noncomputable section

/-- The phase accumulated by the coupling `b` from time `0` to time `t`. -/
def phase (b : ℝ → ℝ) (t : ℝ) : ℝ := ∫ s in (0 : ℝ)..t, b s

/-- For a continuous `T`-periodic coupling, one more period adds the phase of one period. -/
lemma phase_add_period {b : ℝ → ℝ} {T : ℝ} (hb : Continuous b) (hper : Function.Periodic b T)
    (t : ℝ) : phase b (t + T) = phase b t + phase b T := by
  unfold phase
  rw [← intervalIntegral.integral_add_adjacent_intervals (hb.intervalIntegrable 0 t)
    (hb.intervalIntegrable t (t + T)), hper.intervalIntegral_add_eq t 0, zero_add]

/-- A continuous `T`-periodic coupling (`T > 0`) with zero mean and `|b| ≤ B` never accumulates
a phase larger than `BT/2` in magnitude. -/
lemma abs_phase_le {b : ℝ → ℝ} {T B : ℝ} (hb : Continuous b) (hT : 0 < T)
    (hper : Function.Periodic b T) (hmean : ∫ s in (0 : ℝ)..T, b s = 0)
    (hB : ∀ t, |b t| ≤ B) (t : ℝ) : |phase b t| ≤ B * T / 2 := by
  have hp : Function.Periodic (phase b) T := fun s => by
    rw [phase_add_period hb hper, show phase b T = 0 from hmean, add_zero]
  obtain ⟨y, hy, hty⟩ := hp.exists_mem_Ico₀ hT t
  rw [hty]
  -- bound the phase from the start and from the end of the period
  have h1 : |phase b y| ≤ B * |y - 0| :=
    intervalIntegral.norm_integral_le_of_norm_le_const (fun x _ => hB x)
  have h2 : |∫ s in y..T, b s| ≤ B * |T - y| :=
    intervalIntegral.norm_integral_le_of_norm_le_const (fun x _ => hB x)
  have h3 : phase b y + ∫ s in y..T, b s = 0 := by
    rw [← hmean]
    exact intervalIntegral.integral_add_adjacent_intervals (hb.intervalIntegrable 0 y)
      (hb.intervalIntegrable y T)
  rw [← neg_eq_of_add_eq_zero_right h3, abs_neg, abs_of_pos (sub_pos.2 hy.2)] at h2
  rw [sub_zero, abs_of_nonneg hy.1] at h1
  linarith

end

end AbsPhaseLe
```

Messages:

```
Main.lean:30:4: error: Type mismatch
  intervalIntegral.norm_integral_le_of_norm_le_const fun x x_1 => ?m.119
has type
  ‖∫ (x : ℝ) in ?m.113..?m.114, ?m.116 x‖ ≤ ?m.115 * |?m.114 - ?m.113|
but is expected to have type
  |phase b y| ≤ B * |y - 0|
```

The error is in `h1`, the bound from the start of the period. The theorem `intervalIntegral.norm_integral_le_of_norm_le_const` bounds the norm of an integral, `‖∫ …‖`, while the goal has an absolute value, `|phase b y|`, with the integral hidden inside `phase`. For real numbers the two sides mean the same, so the bound itself is sound. But Lean had to see this while the integrand, endpoints and constant were all still unknown, as the `?m` placeholders show, and it failed to match them.

The repair first proves a general bound `hn`. Its inner statement `h` is written with the norm and a visible integral, so the theorem fits directly. `Real.norm_eq_abs` then turns norms into absolute values, both in the condition on `b` and in the result. After that, `h1` is `hn 0 y`, where Lean need only unfold `phase`, with nothing left to guess.

No message concerns `h2`; the diff takes it from `hn` as well, so one argument serves both bounds.

The mended proof, as a diff:

```diff
@@ -27,8 +27,12 @@
   rw [hty]
   -- bound the phase from the start and from the end of the period
-  have h1 : |phase b y| ≤ B * |y - 0| :=
-    intervalIntegral.norm_integral_le_of_norm_le_const (fun x _ => hB x)
-  have h2 : |∫ s in y..T, b s| ≤ B * |T - y| :=
-    intervalIntegral.norm_integral_le_of_norm_le_const (fun x _ => hB x)
+  have hn : ∀ a c : ℝ, |∫ s in a..c, b s| ≤ B * |c - a| := by
+    intro a c
+    have h : ‖∫ s in a..c, b s‖ ≤ B * |c - a| :=
+      intervalIntegral.norm_integral_le_of_norm_le_const
+        (fun x _ => by rw [Real.norm_eq_abs]; exact hB x)
+    rwa [Real.norm_eq_abs] at h
+  have h1 : |phase b y| ≤ B * |y - 0| := hn 0 y
+  have h2 : |∫ s in y..T, b s| ≤ B * |T - y| := hn y T
   have h3 : phase b y + ∫ s in y..T, b s = 0 := by
     rw [← hmean]
```
